# Error amplification in the one-particle density-to-potential inversion at low-density lattice sites

A particle hops on a lattice, and its density is recorded as a function of time. Which on-site potential produced that motion? At a site where the particle is almost absent, a change of the potential hardly affects the second time derivative $\ddot n$ of the density at that instant, so a small error in $\ddot n$ may stand for a large error in the potential.

Let there be $N\ge 2$ sites, a real symmetric hopping matrix $T$ and a normalised wavefunction $\psi$ with density $n_x=|\psi_x|^2$. At given $\psi$, a change $v$ of the potential changes $\ddot n$ by $-Kv$, where

$$(Kv)_x=\sum_y -2T_{xy}\,\mathrm{Re}(\bar\psi_x\psi_y)(v_x-v_y),\qquad S_x=\sum_{y\neq x}|T_{xy}|.$$

For each site $x$, the potential $p$ with $p_y=\delta_{xy}-1/N$ has zero sum and satisfies, in the Euclidean norm,

$$\|Kp\|\le 4\sqrt{n_x}\,S_x\,\|p\|.$$

Consequently, if $\|v\|\le C\|Kv\|$ for all zero-sum $v$, then $1\le 4C\sqrt{n_x}\,S_x$. At fixed $S_x$, the error amplification $C$ grows at least like $1/\sqrt{n_x}$.

## From the Schrödinger equation to the bound

With $\hbar=1$, the equation of motion is $\dot\psi_x=-i\,[(T\psi)_x+v_x\psi_x]$. The potential term drops out of the first derivative of the density:

$$\dot n_x=2\,\mathrm{Re}(\bar\psi_x\dot\psi_x)=2\,\mathrm{Im}(\bar\psi_x(T\psi)_x)=:J_x.$$

Differentiating the inflow $J_x$ gives

$$\dot J_x=2\,\mathrm{Im}\big(\overline{\dot\psi_x}(T\psi)_x+\bar\psi_x(T\dot\psi)_x\big)=F_x+2v_x\mathrm{Re}(\bar\psi_x(T\psi)_x)-2\,\mathrm{Re}(\bar\psi_x(T(v\psi))_x),$$

where $F_x=2|(T\psi)_x|^2-2\,\mathrm{Re}(\bar\psi_x(T^2\psi)_x)$. The last two terms combine to $\sum_y 2T_{xy}\mathrm{Re}(\bar\psi_x\psi_y)(v_x-v_y)=-(Kv)_x$. Hence $\ddot n=F-Kv$, and at given $\psi$ the potential follows from $\ddot n$ by inverting $K$. Constant shifts of $v$ do not affect $Kv$, so one restricts $v$ to zero sum.

The probe $p$ has $\sum_y p_y=1-N/N=0$ and

$$\|p\|^2=\Big(1-\frac1N\Big)^2+\frac{N-1}{N^2}=1-\frac1N\ge\frac12.$$

Write $b_y=2T_{xy}\mathrm{Re}(\bar\psi_x\psi_y)$. For $y\ne x$, only the bond to $x$ has a potential difference, and $p_y-p_x=-1$, so $(Kp)_y=b_y$. At $x$ itself, $(Kp)_x=-\sum_{y\ne x}b_y$. Normalisation gives $|\psi_y|\le1$, hence $|b_y|\le 2|\psi_x||T_{xy}|$. Therefore

$$\|Kp\|^2=\Big(\sum_{y\ne x}b_y\Big)^2+\sum_{y\ne x}b_y^2\le 8|\psi_x|^2S_x^2\le 16|\psi_x|^2S_x^2\|p\|^2.$$

Taking the root proves the bound. Inserting $p$ into $\|v\|\le C\|Kv\|$ and dividing by $\|p\|>0$ gives the condition on $C$.

## Wavefunction, density and response in Lean

The type `ι` is the set of sites, and a wavefunction is a function `ι → ℂ`.

```lean
import Mathlib

open Finset ComplexConjugate

namespace LatticeDensityInversion

noncomputable section

variable {ι : Type*} [Fintype ι]

/-- The hopping matrix applied to a wavefunction, evaluated at site `x`. -/
def hop (T : Matrix ι ι ℝ) (φ : ι → ℂ) (x : ι) : ℂ := ∑ y, (T x y : ℂ) * φ y

/-- The time derivative of the wavefunction given by the lattice Schrödinger equation
with hopping `T` and on-site potential `v` (in units with `ħ = 1`). -/
def velocity (T : Matrix ι ι ℝ) (v : ι → ℝ) (φ : ι → ℂ) (x : ι) : ℂ :=
  -Complex.I * (hop T φ x + (v x : ℂ) * φ x)
```

The next definitions are $n_x$, $J_x$, $F_x$ and $K$. Since `hop` returns a wavefunction, applying it twice gives $T^2\psi$.

```lean
/-- The site density `|ψ_x|²`. -/
def density (φ : ι → ℂ) (x : ι) : ℝ := Complex.normSq (φ x)

/-- The net probability flow into site `x` along the bonds. -/
def inflow (T : Matrix ι ι ℝ) (φ : ι → ℂ) (x : ι) : ℝ :=
  2 * (conj (φ x) * hop T φ x).im

/-- The part of the second time derivative of the density that comes from hopping alone. -/
def internalForce (T : Matrix ι ι ℝ) (φ : ι → ℂ) (x : ι) : ℝ :=
  2 * (Complex.normSq (hop T φ x) - (conj (φ x) * hop T (hop T φ) x).re)

/-- The operator `K` applied to the potential `v`, evaluated at site `x`: the sum over `y` of
`-2 T_xy Re(conj φ_x * φ_y) (v_x - v_y)`. -/
def response (T : Matrix ι ι ℝ) (φ : ι → ℂ) (v : ι → ℝ) (x : ι) : ℝ :=
  ∑ y, -2 * T x y * (conj (φ x) * φ y).re * (v x - v y)
```

The Euclidean norm is defined explicitly, because Mathlib's default norm on `ι → ℝ` is the maximum norm.

```lean
/-- The Euclidean norm of a real function on the sites. -/
def l2norm (f : ι → ℝ) : ℝ := √(∑ x, f x ^ 2)
```

## Continuity and force balance

The hypothesis `h` says that the Schrödinger equation holds at the time `t`, with `v` the potential at that instant. The proof writes the density as $\mathrm{Re}(\bar\psi_x\psi_x)$, applies the product rule and compares real and imaginary parts.

```lean
/-- Continuity equation: under the lattice Schrödinger equation the density of a site
changes at the rate of the net inflow. -/
theorem density_rate (T : Matrix ι ι ℝ) (v : ι → ℝ) (ψ : ℝ → ι → ℂ) (t : ℝ)
    (h : ∀ y, HasDerivAt (fun s => ψ s y) (velocity T v (ψ t) y) t) (x : ι) :
    HasDerivAt (fun s => density (ψ s) x) (inflow T (ψ t) x) t := by
  have hc : HasDerivAt (fun s => conj (ψ s x)) (conj (velocity T v (ψ t) x)) t := (h x).star
  have hr : HasDerivAt (fun s => (conj (ψ s x) * ψ s x).re)
      (conj (velocity T v (ψ t) x) * ψ t x + conj (ψ t x) * velocity T v (ψ t) x).re t :=
    Complex.reCLM.hasFDerivAt.comp_hasDerivAt t (hc.fun_mul (h x))
  have e : (fun s => density (ψ s) x) = fun s => (conj (ψ s x) * ψ s x).re := by
    funext s
    simp [density, Complex.normSq_apply]
  rw [e]
  refine hr.congr_deriv ?_
  simp only [velocity, inflow, Complex.mul_re, Complex.mul_im, Complex.add_re, Complex.add_im,
    Complex.neg_re, Complex.neg_im, Complex.conj_re, Complex.conj_im, Complex.I_re,
    Complex.I_im, Complex.ofReal_re, Complex.ofReal_im]
  ring
```

The second derivative follows the same pattern. The step `hl` splits $T\dot\psi$ into its hopping and potential parts, and `hk` collects the potential terms into $Kv$. This identifies `response` as the operator that links the potential to $\ddot n$.

```lean
/-- Force balance: under the lattice Schrödinger equation the inflow changes at the rate
of the internal force minus `K v`. -/
theorem inflow_rate (T : Matrix ι ι ℝ) (v : ι → ℝ) (ψ : ℝ → ι → ℂ) (t : ℝ)
    (h : ∀ y, HasDerivAt (fun s => ψ s y) (velocity T v (ψ t) y) t) (x : ι) :
    HasDerivAt (fun s => inflow T (ψ s) x)
      (internalForce T (ψ t) x - response T (ψ t) v x) t := by
  have hc : HasDerivAt (fun s => conj (ψ s x)) (conj (velocity T v (ψ t) x)) t := (h x).star
  have hh : HasDerivAt (fun s => hop T (ψ s) x) (hop T (velocity T v (ψ t)) x) t :=
    HasDerivAt.fun_sum fun y _ => (h y).const_mul (T x y : ℂ)
  have hi : HasDerivAt (fun s => (conj (ψ s x) * hop T (ψ s) x).im)
      (conj (velocity T v (ψ t) x) * hop T (ψ t) x
        + conj (ψ t x) * hop T (velocity T v (ψ t)) x).im t :=
    Complex.imCLM.hasFDerivAt.comp_hasDerivAt t (hc.fun_mul hh)
  -- split the hopping of the velocity into kinetic and potential parts
  have hl : hop T (velocity T v (ψ t)) x = -Complex.I *
      (hop T (hop T (ψ t)) x + hop T (fun y => (v y : ℂ) * ψ t y) x) := by
    change ∑ y, (T x y : ℂ) * (-Complex.I * (hop T (ψ t) y + (v y : ℂ) * ψ t y)) =
      -Complex.I * (∑ y, (T x y : ℂ) * hop T (ψ t) y + ∑ y, (T x y : ℂ) * ((v y : ℂ) * ψ t y))
    rw [← Finset.sum_add_distrib, Finset.mul_sum]
    exact Finset.sum_congr rfl fun y _ => by ring
  -- the potential parts assemble into the response operator
  have hk : response T (ψ t) v x = -2 * (v x * (conj (ψ t x) * hop T (ψ t) x).re
      - (conj (ψ t x) * hop T (fun y => (v y : ℂ) * ψ t y) x).re) := by
    unfold response hop
    rw [Finset.mul_sum, Finset.mul_sum, Complex.re_sum, Complex.re_sum, Finset.mul_sum,
      ← Finset.sum_sub_distrib, Finset.mul_sum]
    refine Finset.sum_congr rfl fun y _ => ?_
    simp only [Complex.mul_re, Complex.mul_im, Complex.ofReal_re, Complex.ofReal_im]
    ring
  have h2 := hi.const_mul (2 : ℝ)
  refine HasDerivAt.congr_deriv h2 ?_
  rw [hl, hk]
  simp only [velocity, internalForce, Complex.normSq_apply, Complex.mul_re, Complex.mul_im,
    Complex.add_re, Complex.add_im, Complex.neg_re, Complex.neg_im, Complex.conj_re,
    Complex.conj_im, Complex.I_re, Complex.I_im, Complex.ofReal_re, Complex.ofReal_im]
  ring
```

## The probe potential

Here `probe x y` is $p_y$ for the probe centred at $x$, and `hopStrength` is $S_x$, with the diagonal of $T$ left out.

```lean
variable [DecidableEq ι]

/-- The potential `e_x - 1/N` on a lattice of `N ≥ 1` sites. -/
def probe (x : ι) (y : ι) : ℝ := (if y = x then 1 else 0) - 1 / (Fintype.card ι : ℝ)

/-- The total hopping strength between site `x` and all other sites. -/
def hopStrength (T : Matrix ι ι ℝ) (x : ι) : ℝ := ∑ y ∈ univ.erase x, |T x y|

/-- The probe potential sums to zero and has squared norm `1 - 1/N`. -/
theorem probe_sum_and_norm (x : ι) :
    ∑ y, probe x y = 0 ∧ ∑ y, probe x y ^ 2 = 1 - 1 / (Fintype.card ι : ℝ) := by
  have hN : (Fintype.card ι : ℝ) ≠ 0 := Nat.cast_ne_zero.mpr (Fintype.card_pos_iff.mpr ⟨x⟩).ne'
  have h1 : (Fintype.card ι : ℝ) * (1 / (Fintype.card ι : ℝ)) = 1 := mul_one_div_cancel hN
  constructor
  · simp only [probe, Finset.sum_sub_distrib, Finset.sum_ite_eq', Finset.mem_univ, if_true,
      Finset.sum_const, Finset.card_univ, nsmul_eq_mul]
    rw [h1, sub_self]
  · have hs : ∀ y, probe x y ^ 2 = (if y = x then 1 - 2 * (1 / (Fintype.card ι : ℝ)) else 0)
        + (1 / (Fintype.card ι : ℝ)) ^ 2 := by
      intro y
      unfold probe
      split_ifs <;> ring
    simp only [hs, Finset.sum_add_distrib, Finset.sum_ite_eq', Finset.mem_univ, if_true,
      Finset.sum_const, Finset.card_univ, nsmul_eq_mul]
    linear_combination (1 / (Fintype.card ι : ℝ)) * h1
```

Two lemmas evaluate $Kp$ away from $x$ and at $x$. The first reduces the sum to one bond and uses the symmetry of $T$ to replace $T_{yx}$ by $T_{xy}$.

```lean
/-- For symmetric hopping, the response to the probe at a site `y ≠ x` involves only the
bond between `x` and `y`. -/
theorem response_probe_of_ne (T : Matrix ι ι ℝ) (hT : T.IsSymm) (ψ : ι → ℂ) {x y : ι}
    (hy : y ≠ x) : response T ψ (probe x) y = 2 * T x y * (conj (ψ x) * ψ y).re := by
  rw [response, Finset.sum_eq_single x]
  · rw [hT.apply x y]
    simp only [probe, if_neg hy, ↓reduceIte, Complex.mul_re, Complex.conj_re, Complex.conj_im]
    ring
  · intro z _ hz
    simp only [probe, if_neg hy, if_neg hz, sub_self, mul_zero]
  · intro hx
    exact absurd (Finset.mem_univ x) hx

/-- The response to the probe at its own site is minus the sum over the bonds that leave it. -/
theorem response_probe_self (T : Matrix ι ι ℝ) (ψ : ι → ℂ) (x : ι) :
    response T ψ (probe x) x = -∑ y ∈ univ.erase x, 2 * T x y * (conj (ψ x) * ψ y).re := by
  rw [response, ← Finset.add_sum_erase _ _ (Finset.mem_univ x), sub_self, mul_zero, zero_add,
    ← Finset.sum_neg_distrib]
  refine Finset.sum_congr rfl fun y hy => ?_
  simp only [probe, if_neg (Finset.ne_of_mem_erase hy), ↓reduceIte]
  ring
```

## The bound and the error amplification

In the main estimate, `hov` bounds the overlap by $|\psi_x|$ and `hb` bounds $|b_y|$. The steps `hself` and `hrest` each contribute $4|\psi_x|^2S_x^2$ to $\|Kp\|^2$; the latter uses $|T_{xy}|^2\le S_x|T_{xy}|$ before summing. Finally `hp` supplies $\|p\|^2\ge 1/2$.

```lean
/-- On at least two sites, with symmetric hopping and a normalised state, the response to the
zero-sum probe at `x` is at most `4 |ψ_x|` times the hopping strength of `x` times the
norm of the probe. -/
theorem response_probe_le (hN : 2 ≤ Fintype.card ι) (T : Matrix ι ι ℝ) (hT : T.IsSymm)
    (ψ : ι → ℂ) (hψ : ∑ y, density ψ y = 1) (x : ι) :
    l2norm (response T ψ (probe x)) ≤ 4 * ‖ψ x‖ * hopStrength T x * l2norm (probe x) := by
  have hS : 0 ≤ hopStrength T x := Finset.sum_nonneg fun y _ => abs_nonneg _
  -- normalisation bounds every bond overlap by the amplitude at `x`
  have hov : ∀ y, |(conj (ψ x) * ψ y).re| ≤ ‖ψ x‖ := by
    intro y
    have h1 : density ψ y ≤ 1 := hψ ▸ Finset.single_le_sum
      (f := density ψ) (fun z _ => Complex.normSq_nonneg (ψ z)) (Finset.mem_univ y)
    rw [density, Complex.normSq_eq_norm_sq] at h1
    have h2 : ‖ψ y‖ ≤ 1 := by nlinarith [norm_nonneg (ψ y)]
    have h3 := Complex.abs_re_le_norm (conj (ψ x) * ψ y)
    rw [norm_mul, RCLike.norm_conj] at h3
    exact h3.trans (mul_le_of_le_one_right (norm_nonneg _) h2)
  have hb : ∀ y, |2 * T x y * (conj (ψ x) * ψ y).re| ≤ 2 * ‖ψ x‖ * |T x y| := by
    intro y
    rw [abs_mul, abs_mul, abs_of_pos (two_pos : (0 : ℝ) < 2)]
    nlinarith [mul_le_mul_of_nonneg_left (hov y) (abs_nonneg (T x y))]
  have hself : |response T ψ (probe x) x| ≤ 2 * ‖ψ x‖ * hopStrength T x := by
    rw [response_probe_self, abs_neg, hopStrength, Finset.mul_sum]
    exact (Finset.abs_sum_le_sum_abs _ _).trans (Finset.sum_le_sum fun y _ => hb y)
  have hrest : ∑ y ∈ univ.erase x, response T ψ (probe x) y ^ 2
      ≤ (2 * ‖ψ x‖ * hopStrength T x) ^ 2 := by
    calc ∑ y ∈ univ.erase x, response T ψ (probe x) y ^ 2
        ≤ ∑ y ∈ univ.erase x, (2 * ‖ψ x‖) ^ 2 * hopStrength T x * |T x y| := by
          refine Finset.sum_le_sum fun y hy => ?_
          rw [response_probe_of_ne T hT ψ (Finset.ne_of_mem_erase hy), ← sq_abs]
          have h1 : |T x y| ≤ hopStrength T x :=
            Finset.single_le_sum (f := fun z => |T x z|) (fun z _ => abs_nonneg _) hy
          have h2 := pow_le_pow_left₀ (abs_nonneg _) (hb y) 2
          have h3 := mul_le_mul_of_nonneg_left
            (mul_le_mul_of_nonneg_right h1 (abs_nonneg (T x y))) (sq_nonneg (2 * ‖ψ x‖))
          linarith
      _ = (2 * ‖ψ x‖ * hopStrength T x) ^ 2 := by
          rw [← Finset.mul_sum, ← hopStrength]
          ring
  have hsq := pow_le_pow_left₀ (abs_nonneg _) hself 2
  rw [sq_abs] at hsq
  -- the probe has squared norm at least one half
  have hp : 1 / 2 ≤ ∑ y, probe x y ^ 2 := by
    rw [(probe_sum_and_norm x).2]
    have h2 : (2 : ℝ) ≤ Fintype.card ι := by exact_mod_cast hN
    have h3 := one_div_le_one_div_of_le two_pos h2
    linarith
  unfold l2norm
  refine Real.sqrt_le_iff.mpr ⟨by positivity, ?_⟩
  rw [mul_pow, Real.sq_sqrt (by linarith), ← Finset.add_sum_erase _ _ (Finset.mem_univ x)]
  have h4 := mul_le_mul_of_nonneg_left hp (sq_nonneg (4 * ‖ψ x‖ * hopStrength T x))
  linarith
```

The stability estimate is the hypothesis `hC`: it expresses that an error in $\ddot n$ is magnified by at most `C` when the potential is recovered. The theorem does not show that such a `C` exists, and its conclusion rules one out if $n_x=0$. The proof first obtains $C\ge0$, then chains `hC` with the previous bound and cancels $\|p\|$. On a single site the conclusion would fail, since the only zero-sum potential is zero and $S_x=0$.

```lean
/-- On at least two sites, with symmetric hopping and a normalised state, if `K` can be
inverted on zero-sum potentials with error amplification at most `C`, then `C` times
`4 √n_x` times the hopping strength of `x` is at least one, for every site `x`. -/
theorem amplification_lower_bound (hN : 2 ≤ Fintype.card ι) (T : Matrix ι ι ℝ)
    (hT : T.IsSymm) (ψ : ι → ℂ) (hψ : ∑ y, density ψ y = 1) (C : ℝ)
    (hC : ∀ v : ι → ℝ, ∑ y, v y = 0 → l2norm v ≤ C * l2norm (response T ψ v)) (x : ι) :
    1 ≤ C * (4 * √(density ψ x) * hopStrength T x) := by
  have hn : √(density ψ x) = ‖ψ x‖ := by
    rw [density, Complex.normSq_eq_norm_sq, Real.sqrt_sq (norm_nonneg _)]
  have hpos : 0 < l2norm (probe x) := by
    refine Real.sqrt_pos.mpr ?_
    rw [(probe_sum_and_norm x).2]
    have h2 : (2 : ℝ) ≤ Fintype.card ι := by exact_mod_cast hN
    have h3 := one_div_le_one_div_of_le two_pos h2
    linarith
  have h1 := hC (probe x) (probe_sum_and_norm x).1
  have hK : 0 ≤ l2norm (response T ψ (probe x)) := Real.sqrt_nonneg _
  have hC0 : 0 ≤ C := by
    by_contra hneg
    have h5 := mul_nonpos_of_nonpos_of_nonneg (not_le.mp hneg).le hK
    linarith
  have h2 := mul_le_mul_of_nonneg_left (response_probe_le hN T hT ψ hψ x) hC0
  rw [hn]
  refine le_of_mul_le_mul_right ?_ hpos
  linarith
```

Reconstructing a potential from a prescribed density is a basic task of time-dependent density functional theory; for one particle on a finite lattice with real hopping, the theorem limits how stable that step can be at a given instant. It does not settle whether a potential exists that reproduces a given density over time, which is the question of $v$-representability, and it does not treat interacting particles.

## The dimer

In this section $t$ is a hopping amplitude, not the time. For two sites with hopping $-t$ and amplitudes $\cos\theta$ and $\sin\theta$, a zero-sum potential has $v_1=-v_0$, so $(Kv)_0=2t\cos\theta\sin\theta\,(v_0-v_1)=4t\cos\theta\sin\theta\,v_0$, and likewise at site 1. On zero-sum potentials $K$ thus acts as multiplication by $4t\cos\theta\sin\theta$, which is the step `hK`; taking norms gives the stated equality.

```lean
/-- For a dimer with hopping `-t` and site amplitudes `cos θ` and `sin θ`, every zero-sum
potential `v` satisfies `‖K v‖ = 4 |t| |cos θ| |sin θ| ‖v‖`. -/
theorem dimer_response (t θ : ℝ) (v : Fin 2 → ℝ) (hv : v 0 + v 1 = 0) :
    l2norm (response !![0, -t; -t, 0] ![(Real.cos θ : ℂ), (Real.sin θ : ℂ)] v)
      = 4 * |t| * |Real.cos θ| * |Real.sin θ| * l2norm v := by
  have hv1 : v 1 = -v 0 := by linarith
  -- the response operator multiplies a zero-sum potential by a fixed factor
  have hK : ∀ (a b : ℝ) (i : Fin 2),
      response !![0, -t; -t, 0] ![(a : ℂ), (b : ℂ)] v i = 4 * t * a * b * v i := by
    intro a b i
    fin_cases i <;> simp [response, Fin.sum_univ_two, hv1] <;> ring
  have hsum : ∑ i, (4 * t * Real.cos θ * Real.sin θ * v i) ^ 2
      = (4 * t * Real.cos θ * Real.sin θ) ^ 2 * ∑ i, v i ^ 2 := by
    rw [Finset.mul_sum]
    exact Finset.sum_congr rfl fun i _ => by ring
  unfold l2norm
  simp only [hK]
  rw [hsum, Real.sqrt_mul (sq_nonneg _), Real.sqrt_sq_eq_abs, abs_mul, abs_mul, abs_mul,
    abs_of_pos (four_pos : (0 : ℝ) < 4)]

end

end LatticeDensityInversion
```

At site 0 the general bound reads $4|t||\cos\theta|\|v\|$, larger than the true value by a factor $1/|\sin\theta|$ when $t$, $v$, $\cos\theta$ and $\sin\theta$ are nonzero. Letting $\cos\theta\to0$ sends this factor to 1, so no constant below 4 would serve for all lattices and states.

```lean
#print axioms LatticeDensityInversion.density_rate
#print axioms LatticeDensityInversion.inflow_rate
#print axioms LatticeDensityInversion.amplification_lower_bound
#print axioms LatticeDensityInversion.dimer_response
```

```
'LatticeDensityInversion.density_rate' depends on axioms: [propext, Classical.choice, Quot.sound]
'LatticeDensityInversion.inflow_rate' depends on axioms: [propext, Classical.choice, Quot.sound]
'LatticeDensityInversion.amplification_lower_bound' depends on axioms: [propext, Classical.choice, Quot.sound]
'LatticeDensityInversion.dimer_response' depends on axioms: [propext, Classical.choice, Quot.sound]
```
